# The Pauling island rule for singlet products oriented from A to B

When the energies of a spin Hamiltonian are computed from its matrix elements between valence-bond states, the overlap matrix enters the equations too, because these states are in general not orthogonal. Suppose that every site belongs to exactly one bond, that every bond joins a site of sublattice A to a site of sublattice B, and that every singlet is normalised and oriented from A to B. Each overlap then follows from drawing the two bond patterns on top of each other and counting the closed loops, called islands; a bond common to both patterns counts as one island. With n bonds in each state and c islands, the overlap is 2^(c−n).

This applies to spin-½ models on finite bipartite lattices, and to covalent structures of alternant molecules if each site carries one electron in an orthonormal orbital. That last condition links the spin functions below to antisymmetrised electronic wave functions; it belongs to the physical reading and does not appear as a hypothesis.

## Two sublattices and their singlets

The sublattices are finite types `A` and `B`. A pairing is a bijection σ : A ≃ B, so both sublattices have the same number n of sites.

In Lean 4 with Mathlib:

```lean
import Mathlib

open Equiv.Perm

namespace PaulingIslands

noncomputable section

variable {A B : Type*} [Fintype A] [DecidableEq A] [Fintype B] [DecidableEq B]
```

A spin is a Boolean, with `true` for up. The normalised singlet (|↑↓⟩ − |↓↑⟩)/√2, with the A spin written first, has the amplitudes

s(↑,↓) = 1/√2, s(↓,↑) = −1/√2, s(↑,↑) = s(↓,↓) = 0.

```lean
/-- Amplitudes of the normalised two-spin singlet, with `true` for spin up and `false` for
spin down; exchanging the two spins changes the sign. -/
def singlet : Bool → Bool → ℝ
  | true, false => 1 / Real.sqrt 2
  | false, true => -(1 / Real.sqrt 2)
  | true, true => 0
  | false, false => 0
```

Let x be a spin configuration on A and y one on B. The state with pairing σ has the amplitude

v_σ(x,y) = ∏_a s(x_a, y_σ(a)).

```lean
/-- The valence-bond state in which each site `a` of sublattice `A` forms a singlet, oriented
from `A` to `B`, with the site `σ a`. -/
def vbState (σ : A ≃ B) (x : A → Bool) (y : B → Bool) : ℝ :=
  ∏ a, singlet (x a) (y (σ a))
```

For a second pairing τ, the overlap is the sum over all configurations. No complex conjugation is needed, since the amplitudes are real:

⟨σ|τ⟩ = Σ_x Σ_y v_σ(x,y) v_τ(x,y).

```lean
/-- The overlap of two valence-bond states, summed over all spin configurations
(the amplitudes are real). -/
def overlap (σ τ : A ≃ B) : ℝ :=
  ∑ x : A → Bool, ∑ y : B → Bool, vbState σ x y * vbState τ x y
```

To follow an island, leave a site of A along its σ bond and return to A along a τ bond. This defines the permutation

g = τ⁻¹σ, g(a) = τ⁻¹(σ(a)).

```lean
/-- The permutation `τ⁻¹σ` of sublattice `A`: go along a bond of `σ`, return along one of `τ`. -/
def transition (σ τ : A ≃ B) : Equiv.Perm A := σ.trans τ.symm
```

A cycle of g with k sites of A is a loop through 2k lattice sites. A fixed point is a bond common to both pairings, and it counts as an island too. The number c is defined as the number of classes under the relation "in the same cycle of g".

```lean
/-- The number of islands: the cycles of a permutation, fixed points included. -/
def islands (g : Equiv.Perm A) : ℕ := Nat.card (Quotient (SameCycle.setoid g))
```

The spin correlations treated here use the z-component m(↑) = ½, m(↓) = −½, in units of ħ.

```lean
/-- The z-component of a spin one-half, in units of ħ. -/
def spinZ : Bool → ℝ
  | true => 1 / 2
  | false => -(1 / 2)
```

The matrix element for two sites a and b of A is

C_ab = Σ_x Σ_y v_σ(x,y) m(x_a) m(x_b) v_τ(x,y).

It covers z-components on one sublattice only; a Heisenberg bond between A and B also involves transverse components and a site of B.

```lean
/-- The matrix element of the product of the z-components of the spins at two sites of
sublattice `A`, between two valence-bond states. -/
def correlation (σ τ : A ≃ B) (a b : A) : ℝ :=
  ∑ x : A → Bool, ∑ y : B → Bool,
    vbState σ x y * (spinZ (x a) * spinZ (x b)) * vbState τ x y
```

## Spins on A fix the spins on B

A singlet has no amplitude for parallel spins. Hence v_σ(x,y) vanishes unless y_b is opposite to x at σ⁻¹(b) for every b. For that single y,

v_σ(x,y) = ∏_a s(x_a, −x_a) = (−1)^d 2^(−n/2),

where −x_a is the reversed spin and d is the number of down spins on A. This value does not depend on σ.

The proof splits on whether y is this configuration. If it is not, some bond has parallel spins, and its zero factor makes the product vanish.

```lean
omit [DecidableEq A] [DecidableEq B] in
/-- A valence-bond state has weight only where every spin on `B` is opposite to its partner
on `A`; its amplitude there depends only on the spins on `A`. -/
theorem vbState_eq (σ : A ≃ B) (x : A → Bool) (y : B → Bool) :
    vbState σ x y =
      if y = (fun b => !x (σ.symm b)) then ∏ a, singlet (x a) (!x a) else 0 := by
  have key : ∀ p q : Bool, q ≠ !p → singlet p q = 0 := by
    intro p q
    cases p <;> cases q <;> simp [singlet]
  split_ifs with h
  · subst h
    simp [vbState]
  · -- one bond with parallel spins makes the whole product vanish
    obtain ⟨b, hb⟩ := Function.ne_iff.mp h
    refine Finset.prod_eq_zero (Finset.mem_univ (σ.symm b)) ?_
    rw [Equiv.apply_symm_apply]
    exact key _ _ hb
```

In the sum over y, both amplitudes are non-zero only if σ and τ demand the same spins on B:

x at σ⁻¹(b) = x at τ⁻¹(b), for every b.

Setting b = σ(a) turns this into x_a = x_g(a) for every a, so x must be invariant under g. The sign (−1)^d then occurs twice and cancels, which leaves

Σ_y v_σ(x,y) v_τ(x,y) = 2^(−n) if x is invariant under g, and 0 otherwise.

In the proof, `hiff` is the equivalence of the two conditions, `hs` says that the squared singlet amplitude for opposite spins is ½, and `Finset.sum_eq_single` keeps the only y that can contribute.

```lean
/-- Summing over the spins on `B` leaves the weight `2⁻ⁿ` for each configuration on the `n`
sites of `A` that is invariant under `τ⁻¹σ`, and zero for every other one. -/
theorem sum_over_B (σ τ : A ≃ B) (x : A → Bool) :
    ∑ y : B → Bool, vbState σ x y * vbState τ x y =
      if ∀ a, x (transition σ τ a) = x a then (1 / 2 : ℝ) ^ Fintype.card A else 0 := by
  have hiff : ((fun b => !x (σ.symm b)) = fun b => !x (τ.symm b)) ↔
      ∀ a, x (transition σ τ a) = x a := by
    constructor
    · intro h a
      change x (τ.symm (σ a)) = x a
      have h' := congrFun h (σ a)
      simpa using h'.symm
    · intro h
      funext b
      have h' : x (τ.symm (σ (σ.symm b))) = x (σ.symm b) := h _
      rw [Equiv.apply_symm_apply] at h'
      rw [h']
  have hr : (1 / Real.sqrt 2) * (1 / Real.sqrt 2) = 1 / 2 := by
    rw [div_mul_div_comm, Real.mul_self_sqrt (by norm_num)]
    norm_num
  have hs : ∀ p : Bool, singlet p (!p) * singlet p (!p) = 1 / 2 := by
    intro p
    cases p
    · change -(1 / Real.sqrt 2) * -(1 / Real.sqrt 2) = 1 / 2
      rw [neg_mul_neg, hr]
    · exact hr
  rw [Finset.sum_eq_single (fun b => !x (σ.symm b))]
  · rw [vbState_eq σ, if_pos rfl, vbState_eq τ]
    by_cases hx : ∀ a, x (transition σ τ a) = x a
    · -- the singlet signs occur twice and cancel
      rw [if_pos (hiff.mpr hx), if_pos hx, ← Finset.prod_mul_distrib,
        Finset.prod_congr rfl (fun a _ => hs (x a)), Finset.prod_const, Finset.card_univ]
    · rw [if_neg (fun h => hx (hiff.mp h)), if_neg hx, mul_zero]
  · intro y _ hy
    rw [vbState_eq σ, if_neg hy, zero_mul]
  · intro h
    exact absurd (Finset.mem_univ _) h
```

## One free spin for each island

If x_g(a) = x_a for every a, repeated steps forwards or backwards give x at gⁱ(a) = x_a for every integer i. Two sites lie in the same cycle when some power of g takes one to the other, so x is constant on each island. The proof is an induction on i in both directions.

```lean
omit [Fintype A] [DecidableEq A] in
/-- A spin configuration invariant under a permutation is constant on each of its cycles. -/
theorem constant_on_island {g : Equiv.Perm A} {x : A → Bool} (hx : ∀ a, x (g a) = x a)
    {a b : A} (h : g.SameCycle a b) : x a = x b := by
  obtain ⟨i, rfl⟩ := h
  have key : ∀ i : ℤ, ∀ a, x ((g ^ i) a) = x a := by
    intro i
    induction i using Int.induction_on with
    | zero => intro a; simp
    | succ i ih =>
      intro a
      rw [zpow_add_one, Equiv.Perm.mul_apply, ih, hx]
    | pred i ih =>
      intro a
      have hg : g (g⁻¹ a) = a := g.apply_symm_apply a
      have h := hx (g⁻¹ a)
      rw [hg] at h
      rw [zpow_sub_one, Equiv.Perm.mul_apply, ih]
      exact h.symm
  exact (key i a).symm
```

Conversely, any choice of one spin per island gives an invariant configuration. There are therefore 2^c of them. The equivalence `e` matches invariant configurations with functions from the set of islands to `Bool`, and these are then counted.

```lean
omit [DecidableEq A] in
/-- Each island has two spin choices, so a permutation with `c` cycles, fixed points included,
leaves `2 ^ c` spin configurations invariant. -/
theorem card_invariant (g : Equiv.Perm A) :
    Nat.card {x : A → Bool // ∀ a, x (g a) = x a} = 2 ^ islands g := by
  let e : {x : A → Bool // ∀ a, x (g a) = x a} ≃
      (Quotient (SameCycle.setoid g) → Bool) :=
    { toFun := fun x q => Quotient.lift x.1 (fun _ _ h => constant_on_island x.2 h) q
      invFun := fun f => ⟨fun a => f (Quotient.mk _ a), fun a =>
        congrArg f (Quotient.sound (sameCycle_apply_left.mpr (SameCycle.refl g a)))⟩
      left_inv := fun _ => rfl
      right_inv := fun _ => funext (Quotient.ind fun _ => rfl) }
  rw [Nat.card_congr e, Nat.card_fun]
  simp [islands]
```

Each invariant configuration contributes 2^(−n), so

⟨σ|τ⟩ = 2^c · 2^(−n) = 2^(c−n).

The theorem uses an integer exponent, because c − n is zero or negative. Its proof turns the sum over x into the number of invariant configurations times the common weight.

```lean
/-- **Pauling island rule**: two products of singlets oriented from `A` to `B`, with `n` bonds
each, have overlap `2 ^ (c - n)`, where `c` is the number of cycles of `τ⁻¹σ`, fixed points
included. -/
theorem pauling_island_rule (σ τ : A ≃ B) :
    overlap σ τ = (2 : ℝ) ^ ((islands (transition σ τ) : ℤ) - (Fintype.card A : ℤ)) := by
  unfold overlap
  rw [Finset.sum_congr rfl (fun x _ => sum_over_B σ τ x), ← Finset.sum_filter,
    Finset.sum_const, nsmul_eq_mul, ← Fintype.card_subtype, ← Nat.card_eq_fintype_card,
    card_invariant, Nat.cast_pow, Nat.cast_ofNat, zpow_sub₀ two_ne_zero, zpow_natCast,
    zpow_natCast, one_div, inv_pow, div_eq_mul_inv]
```

For n = 1 there is only one pairing, and the overlap is 1. For n = 2 the two different pairings form one island, and the overlap is 2^(1−2) = ½. The two Kekulé structures of benzene have n = 3 and c = 1, which gives ¼.

If the orientations are chosen independently in the two states, the overlap can change sign. Take n = 1 and reverse the singlet in one state only: the overlap becomes −1, while 2^(c−n) is still 1. The reversed vector describes the same physical state; only its sign convention differs. For general orientations the island rule carries such a sign; the common orientation from A to B fixes it at plus.

## Overlap one means equal pairings

If σ = τ, every configuration on A is invariant, and the squared norm is 2^n · 2^(−n) = 1. The states are thus normalised.

If instead the overlap is 1, then 2^(c−n) = 2^0 and c = n. There are as many islands as sites of A, so each island contains a single site of A. Then g(a) = a, which means σ(a) = τ(a) for every a. In the proof, the map from sites to islands is surjective between finite sets of equal size, hence injective, and this gives g(a) = a.

```lean
/-- Two products of singlets oriented from `A` to `B` have overlap one exactly when their pairings
coincide. -/
theorem overlap_eq_one_iff (σ τ : A ≃ B) : overlap σ τ = 1 ↔ σ = τ := by
  constructor
  · intro h
    rw [pauling_island_rule] at h
    have h0 := zpow_right_injective₀ (by norm_num : (0 : ℝ) < 2) (by norm_num)
      (h.trans (zpow_zero (2 : ℝ)).symm)
    have hc : Nat.card A ≤ Nat.card (Quotient (SameCycle.setoid (transition σ τ))) := by
      rw [Nat.card_eq_fintype_card]
      change Fintype.card A ≤ islands (transition σ τ)
      omega
    -- as many islands as sites: every island is a single site
    have hb := Function.Surjective.bijective_of_nat_card_le
      (Quotient.mk_surjective (s := SameCycle.setoid (transition σ τ))) hc
    ext a
    have ha : transition σ τ a = a := hb.1
      (Quotient.sound (sameCycle_apply_left.mpr (SameCycle.refl _ a)))
    exact τ.symm_apply_eq.mp ha
  · rintro rfl
    have hx : ∀ (x : A → Bool) (a : A), x (transition σ σ a) = x a := by
      simp [transition]
    unfold overlap
    rw [Finset.sum_congr rfl (fun x _ => (sum_over_B σ σ x).trans (if_pos (hx x))),
      Finset.sum_const, Finset.card_univ, Fintype.card_fun, Fintype.card_bool,
      nsmul_eq_mul, Nat.cast_pow, Nat.cast_ofNat, ← mul_pow]
    norm_num
```

## Correlations within and between islands

The factor m(x_a) m(x_b) does not depend on y, so the earlier sum over B can be used again:

C_ab = Σ_x m(x_a) m(x_b) w(x),

with w(x) = 2^(−n) for invariant x and 0 otherwise.

```lean
/-- The correlation matrix element is a sum over the configurations on `A` that are invariant
under `τ⁻¹σ`, each with weight `2⁻ⁿ` for `n` sites in `A`. -/
theorem correlation_eq (σ τ : A ≃ B) (a b : A) :
    correlation σ τ a b = ∑ x : A → Bool, spinZ (x a) * spinZ (x b) *
      (if ∀ i, x (transition σ τ i) = x i then (1 / 2 : ℝ) ^ Fintype.card A else 0) := by
  refine Finset.sum_congr rfl fun x _ => ?_
  rw [← sum_over_B, Finset.mul_sum]
  exact Finset.sum_congr rfl fun y _ => by ring
```

If a and b share an island, every contributing x has x_a = x_b, and m(x_a) m(x_b) = ¼. Hence

C_ab = ¼ ⟨σ|τ⟩.

Divided by the overlap, the matrix element is ¼, whatever the length of the loop. The proof compares the two sums term by term, using the constancy of x on islands.

```lean
/-- For two sites of `A` in the same island, the correlation matrix element is one quarter
of the overlap. -/
theorem correlation_same_island (σ τ : A ≃ B) {a b : A}
    (h : (transition σ τ).SameCycle a b) : correlation σ τ a b = overlap σ τ / 4 := by
  have hq : ∀ p : Bool, spinZ p * spinZ p = 1 / 4 := by
    intro p
    cases p <;> norm_num [spinZ]
  rw [correlation_eq, overlap, Finset.sum_div]
  refine Finset.sum_congr rfl fun x _ => ?_
  rw [sum_over_B]
  split_ifs with hx
  · rw [constant_on_island hx h, hq]
    ring
  · simp
```

If a and b lie in different islands, reverse all spins in the island of a. An invariant configuration stays invariant, because i and g(i) always belong to the same island. The weight is unchanged, m(x_a) changes sign and m(x_b) does not. Contributions therefore cancel in pairs:

C_ab = −C_ab, so C_ab = 0.

In the proof, `f` is the reversal and `hinv` states that applying it twice restores x. `F` is the summand, and `hneg` is its change of sign. Since `f` only permutes the configurations, `hs` says that the sum is the same before and after the reversal, so it equals its own negative.

```lean
/-- For two sites of `A` in different islands, the correlation matrix element vanishes. -/
theorem correlation_different_islands (σ τ : A ≃ B) {a b : A}
    (h : ¬ (transition σ τ).SameCycle a b) : correlation σ τ a b = 0 := by
  classical
  -- reverse all spins in the island of `a`
  obtain ⟨f, hf⟩ : ∃ f : (A → Bool) → A → Bool, ∀ x i,
      f x i = if (transition σ τ).SameCycle a i then !x i else x i :=
    ⟨_, fun _ _ => rfl⟩
  have hinv : Function.Involutive f := by
    intro x
    funext i
    by_cases hi : (transition σ τ).SameCycle a i <;> simp [hf, hi]
  have hnot : ∀ p : Bool, spinZ (!p) = -spinZ p := by
    intro p
    cases p <;> norm_num [spinZ]
  let F : (A → Bool) → ℝ := fun x => spinZ (x a) * spinZ (x b) *
    (if ∀ i, x (transition σ τ i) = x i then (1 / 2 : ℝ) ^ Fintype.card A else 0)
  have hneg : ∀ x, F (f x) = -F x := by
    intro x
    have ha : f x a = !x a := by rw [hf, if_pos (SameCycle.refl _ a)]
    have hb : f x b = x b := by rw [hf, if_neg h]
    have hi : (∀ i, f x (transition σ τ i) = f x i) ↔
        ∀ i, x (transition σ τ i) = x i := by
      refine forall_congr' fun i => ?_
      by_cases hc : (transition σ τ).SameCycle a i <;>
        simp [hf, hc, sameCycle_apply_right]
    simp only [F, ha, hb, hi, hnot]
    ring
  have hs : ∑ x, F (f x) = ∑ x, F x :=
    Equiv.sum_comp (Function.Involutive.toPerm f hinv) F
  rw [Finset.sum_congr rfl (fun x _ => hneg x), Finset.sum_neg_distrib] at hs
  rw [correlation_eq]
  change ∑ x, F x = 0
  linarith

end

end PaulingIslands
```

```lean
#print axioms PaulingIslands.pauling_island_rule
#print axioms PaulingIslands.overlap_eq_one_iff
#print axioms PaulingIslands.correlation_same_island
#print axioms PaulingIslands.correlation_different_islands
```

```
'PaulingIslands.pauling_island_rule' depends on axioms: [propext, Classical.choice, Quot.sound]
'PaulingIslands.overlap_eq_one_iff' depends on axioms: [propext, Classical.choice, Quot.sound]
'PaulingIslands.correlation_same_island' depends on axioms: [propext, Classical.choice, Quot.sound]
'PaulingIslands.correlation_different_islands' depends on axioms: [propext, Classical.choice, Quot.sound]
```
